# Static mean fields bound the free energy from above for attraction and from below for repulsion

Let \(K\) and finitely many \(v_\gamma\) be Hermitian matrices, \(x_\gamma\) real numbers and \(\beta>0\). With \(Z(H)=\operatorname{Tr}e^{-\beta H}\) and \(E=\sum_\gamma x_\gamma^2/2\),

\[
e^{-\beta E}Z\Big(K-\sum_\gamma x_\gamma v_\gamma\Big)\le Z\Big(K-\tfrac12\sum_\gamma v_\gamma^2\Big),
\]
\[
Z\Big(K+\tfrac12\sum_\gamma v_\gamma^2\Big)\le e^{\beta E}Z\Big(K+\sum_\gamma x_\gamma v_\gamma\Big).
\]

Equality holds in either line exactly when every \(v_\gamma=x_\gamma 1\). The \(v_\gamma\) need not commute with \(K\) or with each other. Here "attraction" means the interaction \(-\tfrac12\sum_\gamma v_\gamma^2\) of the first line and "repulsion" the interaction \(+\tfrac12\sum_\gamma v_\gamma^2\) of the second. The names refer to this sign only: a repulsive Hubbard term, for instance, can be written with a negative square of the spin density plus one-body terms.

If \(K\) and \(v_\gamma\) are one-body operators on a finite fermionic Fock space, the mean-field traces are non-interacting. They then bound the free energy of the interacting finite model, whose thermal averages can be estimated by finite-temperature auxiliary-field Monte Carlo. The trace over Fock space includes all particle numbers, so with a term \(-\mu N\) in \(K\), where \(\mu\) is the chemical potential and \(N\) the particle-number operator, this free energy is the grand potential.

## A finite state space

The type `n` labels the basis states of the full many-body space, and `ι` labels the channels \(\gamma\); a single channel gives the bounds for one \(v\). Finiteness makes every trace a finite sum and gives each Hermitian matrix an eigenbasis, which both the derivation and `spectral_form` use. Without it, convergence and operator domains need separate treatment, so untruncated bosons lie beyond these theorems.

```lean
import Mathlib

open Matrix NormedSpace
open scoped ComplexOrder

namespace StaticFieldBounds

variable {n ι : Type*} [Fintype n] [DecidableEq n] [Fintype ι]
```

`partition` is \(Z\), defined as the real part of the trace.

```lean
/-- The partition function: the real part of `Tr exp(-β H)`. -/
noncomputable def partition (β : ℝ) (H : Matrix n n ℂ) : ℝ :=
  (exp ((-β) • H)).trace.re

/-- The free energy `-(log Z) / β`, for `β ≠ 0` and positive partition function `Z`. -/
noncomputable def freeEnergy (β : ℝ) (H : Matrix n n ℂ) : ℝ :=
  -Real.log (partition β H) / β
```

The next three definitions are \(\tfrac12\sum_\gamma v_\gamma^2\), \(\sum_\gamma x_\gamma v_\gamma\) and \(E\). The sign of the interaction is supplied in the theorems.

```lean
/-- Half the sum of the squares of the matrices `v_γ`: `½ ∑ v_γ²`. -/
noncomputable def interaction (v : ι → Matrix n n ℂ) : Matrix n n ℂ :=
  (1 / 2 : ℝ) • ∑ γ, v γ * v γ

/-- The coupling `∑ x_γ v_γ` of the operators to static auxiliary fields. -/
noncomputable def meanField (x : ι → ℝ) (v : ι → Matrix n n ℂ) : Matrix n n ℂ :=
  ∑ γ, x γ • v γ

/-- The Gaussian energy `∑ x_γ² / 2` of the auxiliary fields. -/
noncomputable def fieldEnergy (x : ι → ℝ) : ℝ := ∑ γ, x γ ^ 2 / 2
```

## Hermitian Hamiltonian and couplings

Hermiticity means real energies and real observables. It gives \(A\) and \(B\) orthonormal eigenbases, with eigenvalues \(a_i\), \(b_j\) and squared overlaps \(w_{ij}\ge0\) whose rows and columns sum to 1. Hence

\[
\operatorname{Tr}e^B-\operatorname{Tr}e^A-\operatorname{Tr}e^A(B-A)
=\sum_{ij}w_{ij}\big[e^{b_j}-e^{a_i}-e^{a_i}(b_j-a_i)\big]\ge0,
\]

because \(e^t\ge1+t\) at \(t=b_j-a_i\). This is Klein's inequality for the exponential.

For Hermitian \(C\) and \(S=e^{A/2}\), cyclicity gives

\[
\operatorname{Tr}e^AC^2=\operatorname{Tr}(SC)^\dagger(SC)\ge0.
\]

If this vanishes, then \(SC=0\), and \(C=0\) since \(S\) is invertible.

Without Hermiticity of \(v\), both bounds can fail: take \(1\times1\) matrices \(K=0\), \(v=i\) and field \(x=0\). Without Hermiticity of \(K\), they fail for \(K=i\pi/\beta\), \(v=1\), \(x=0\), where the real parts of the traces are negative.

In the proof, `spectral_form` supplies the eigenbases, and `trace_exp_real_pos` shows that taking the real part discards nothing.

```lean
/-- A Hermitian matrix and its exponential are diagonal in a common orthonormal basis,
with real entries `a_i` and `exp a_i`. -/
theorem spectral_form {A : Matrix n n ℂ} (hA : A.IsHermitian) :
    ∃ (U : Matrix n n ℂ) (a : n → ℝ), U * Uᴴ = 1 ∧ Uᴴ * U = 1 ∧
      A = U * diagonal (fun i => (a i : ℂ)) * Uᴴ ∧
      exp A = U * diagonal (fun i => (Real.exp (a i) : ℂ)) * Uᴴ := by
  obtain ⟨U, a, h1, h2, hd⟩ : ∃ (U : Matrix n n ℂ) (a : n → ℝ), U * Uᴴ = 1 ∧
      Uᴴ * U = 1 ∧ A = U * diagonal (fun i => (a i : ℂ)) * Uᴴ := by
    refine ⟨hA.eigenvectorUnitary, hA.eigenvalues,
      Matrix.mem_unitaryGroup_iff.1 hA.eigenvectorUnitary.2,
      Matrix.mem_unitaryGroup_iff'.1 hA.eigenvectorUnitary.2, ?_⟩
    have h := hA.spectral_theorem
    rw [Unitary.conjStarAlgAut_apply] at h
    exact h
  refine ⟨U, a, h1, h2, hd, ?_⟩
  have h := Matrix.exp_conj U (diagonal (fun i => (a i : ℂ))) ⟨⟨U, Uᴴ, h1, h2⟩, rfl⟩
  rw [Matrix.inv_eq_right_inv h1, Matrix.exp_diagonal] at h
  rw [hd, h]
  congr 3
  funext i
  rw [Pi.coe_exp, ← Complex.exp_eq_exp_ℂ, Complex.ofReal_exp]

/-- For Hermitian `H` in nonzero dimension, the trace of `exp(-β H)` is real and positive. -/
theorem trace_exp_real_pos [Nonempty n] (β : ℝ) {H : Matrix n n ℂ} (hH : H.IsHermitian) :
    (exp ((-β) • H)).trace = (partition β H : ℂ) ∧ 0 < partition β H := by
  have hA : ((-β) • H).IsHermitian := by
    simp [Matrix.IsHermitian, Matrix.conjTranspose_smul, hH.eq]
  obtain ⟨U, a, -, h2, -, hE⟩ := spectral_form hA
  have ht : (exp ((-β) • H)).trace = ((∑ i, Real.exp (a i) : ℝ) : ℂ) := by
    rw [hE, Matrix.trace_mul_comm, ← mul_assoc, h2, one_mul, Matrix.trace_diagonal,
      Complex.ofReal_sum]
  have hp : partition β H = ∑ i, Real.exp (a i) := by
    rw [partition, ht, Complex.ofReal_re]
  rw [ht, hp]
  exact ⟨rfl, Finset.sum_pos (fun i _ => Real.exp_pos _) Finset.univ_nonempty⟩
```

In `klein_exp`, `overlap` writes each trace as a sum over \(w_{ij}\), and `Real.add_one_le_exp` is the tangent bound.

```lean
/-- Klein's inequality for the exponential: for Hermitian `A` and `B`,
`Tr exp A + Tr (exp A (B - A)) ≤ Tr exp B`. -/
theorem klein_exp {A B : Matrix n n ℂ} (hA : A.IsHermitian) (hB : B.IsHermitian) :
    (exp A).trace.re + (exp A * (B - A)).trace.re ≤ (exp B).trace.re := by
  obtain ⟨U, a, hU, hU', hAd, hAe⟩ := spectral_form hA
  obtain ⟨V, b, hV, -, hBd, hBe⟩ := spectral_form hB
  -- traces of products are averages over squared overlaps of the two eigenbases
  have overlap : ∀ f g : n → ℝ,
      (U * diagonal (fun i => (f i : ℂ)) * Uᴴ *
        (V * diagonal (fun i => (g i : ℂ)) * Vᴴ)).trace.re =
      ∑ i, ∑ j, f i * g j * Complex.normSq ((Uᴴ * V) i j) := by
    intro f g
    have h : (U * diagonal (fun i => (f i : ℂ)) * Uᴴ *
        (V * diagonal (fun i => (g i : ℂ)) * Vᴴ)).trace =
        (diagonal (fun i => (f i : ℂ)) * (Uᴴ * V) *
          diagonal (fun i => (g i : ℂ)) * (Uᴴ * V)ᴴ).trace := by
      rw [Matrix.conjTranspose_mul, Matrix.conjTranspose_conjTranspose,
        mul_assoc U, mul_assoc U, Matrix.trace_mul_comm]
      simp only [mul_assoc]
    rw [h, Matrix.trace, Complex.re_sum]
    refine Finset.sum_congr rfl fun i _ => ?_
    rw [Matrix.diag_apply, Matrix.mul_apply, Complex.re_sum]
    refine Finset.sum_congr rfl fun j _ => ?_
    rw [Matrix.mul_diagonal, Matrix.diagonal_mul, Matrix.conjTranspose_apply]
    simp only [Complex.mul_re, Complex.mul_im, Complex.ofReal_re, Complex.ofReal_im,
      Complex.star_def, Complex.conj_re, Complex.conj_im, Complex.normSq_apply]
    ring
  have oneU : (1 : Matrix n n ℂ) = U * diagonal (fun _ => ((1 : ℝ) : ℂ)) * Uᴴ := by
    simp [hU]
  have oneV : (1 : Matrix n n ℂ) = V * diagonal (fun _ => ((1 : ℝ) : ℂ)) * Vᴴ := by
    simp [hV]
  have hAA : exp A * A =
      U * diagonal (fun i => ((Real.exp (a i) * a i : ℝ) : ℂ)) * Uᴴ := by
    rw [hAe]
    nth_rewrite 1 [hAd]
    calc _ = U * diagonal (fun i => (Real.exp (a i) : ℂ)) * (Uᴴ * U) *
          diagonal (fun i => (a i : ℂ)) * Uᴴ := by simp only [mul_assoc]
      _ = _ := by
        rw [hU', mul_one, mul_assoc U, Matrix.diagonal_mul_diagonal]
        simp only [Complex.ofReal_mul]
  have e1 := overlap (fun _ => 1) (fun j => Real.exp (b j))
  have e2 := overlap (fun i => Real.exp (a i)) (fun _ => 1)
  have e3 := overlap (fun i => Real.exp (a i)) b
  have e4 := overlap (fun i => Real.exp (a i) * a i) (fun _ => 1)
  rw [← oneU, ← hBe, one_mul] at e1
  rw [← oneV, ← hAe, mul_one] at e2
  rw [← hAe, ← hBd] at e3
  rw [← oneV, ← hAA, mul_one] at e4
  rw [mul_sub, Matrix.trace_sub, Complex.sub_re, e1, e2, e3, e4]
  simp only [← Finset.sum_sub_distrib, ← Finset.sum_add_distrib]
  refine Finset.sum_le_sum fun i _ => Finset.sum_le_sum fun j _ => ?_
  -- the exponential lies above its tangent at `a i`
  have h : Real.exp (a i) * (b j - a i + 1) ≤ Real.exp (b j) := by
    calc _ ≤ Real.exp (a i) * Real.exp (b j - a i) :=
          mul_le_mul_of_nonneg_left (Real.add_one_le_exp _) (Real.exp_pos _).le
      _ = _ := by rw [← Real.exp_add, add_sub_cancel]
  have hw := mul_le_mul_of_nonneg_right h (Complex.normSq_nonneg ((Uᴴ * V) i j))
  linarith

/-- For Hermitian `A` and `C`, the weighted square `Tr (exp A C²)` is nonnegative and
vanishes only if `C = 0`. -/
theorem weighted_square {A C : Matrix n n ℂ} (hA : A.IsHermitian) (hC : C.IsHermitian) :
    0 ≤ (exp A * (C * C)).trace.re ∧ ((exp A * (C * C)).trace.re = 0 → C = 0) := by
  have hS : (exp ((1 / 2 : ℝ) • A))ᴴ = exp ((1 / 2 : ℝ) • A) := by
    rw [← Matrix.exp_conjTranspose, Matrix.conjTranspose_smul, hA.eq, star_trivial]
  have hSS : exp ((1 / 2 : ℝ) • A) * exp ((1 / 2 : ℝ) • A) = exp A := by
    rw [← Matrix.exp_add_of_commute _ _ (Commute.refl _), ← add_smul, add_halves, one_smul]
  have hu : IsUnit (exp ((1 / 2 : ℝ) • A)) := Matrix.isUnit_exp _
  generalize exp ((1 / 2 : ℝ) • A) = S at hS hSS hu
  have hT : (exp A * (C * C)).trace = ((S * C)ᴴ * (S * C)).trace := by
    rw [Matrix.conjTranspose_mul, hS, hC.eq, ← hSS, ← mul_assoc, Matrix.trace_mul_comm]
    simp only [mul_assoc]
  have hp := Complex.nonneg_iff.1 (Matrix.posSemidef_conjTranspose_mul_self (S * C)).trace_nonneg
  rw [hT]
  refine ⟨hp.1, fun h0 => ?_⟩
  have hz : ((S * C)ᴴ * (S * C)).trace = 0 := Complex.ext h0 hp.2.symm
  exact hu.mul_right_eq_zero.1 (Matrix.trace_conjTranspose_mul_self_eq_zero_iff.1 hz)
```

## Positive temperature

The condition \(\beta>0\) fixes the direction of both bounds. Set \(A=-\beta(H+\tfrac12\sum_\gamma C_\gamma^2)\) and \(B=-\beta H\), so that \(B-A=\tfrac\beta2\sum_\gamma C_\gamma^2\). Klein's inequality becomes

\[
Z\Big(H+\tfrac12\sum_\gamma C_\gamma^2\Big)+\tfrac\beta2\sum_\gamma\operatorname{Tr}e^AC_\gamma^2\le Z(H).
\]

Adding squares therefore never raises \(Z\), and equality forces every \(C_\gamma=0\). The proof uses `hβ` through `half_pos hβ`, both for the sign and for the equality case. At \(\beta=0\) the bounds survive, but in nonzero dimension they are equalities for every \(v\). For \(\beta<0\) they fail already for the numbers \(K=0\), \(v=1\), \(x=0\).

```lean
/-- At `β > 0`, adding `½ ∑ C_γ²` with Hermitian `C_γ` to a Hermitian Hamiltonian never
raises the partition function, and leaves it unchanged only if every `C_γ` vanishes. -/
theorem partition_add_interaction {β : ℝ} (hβ : 0 < β) {H : Matrix n n ℂ}
    (hH : H.IsHermitian) {C : ι → Matrix n n ℂ} (hC : ∀ γ, (C γ).IsHermitian) :
    partition β (H + interaction C) ≤ partition β H ∧
      (partition β (H + interaction C) = partition β H ↔ ∀ γ, C γ = 0) := by
  have hB : ((-β) • H).IsHermitian := by
    simp [Matrix.IsHermitian, Matrix.conjTranspose_smul, hH.eq]
  have hA : ((-β) • (H + interaction C)).IsHermitian := by
    simp [Matrix.IsHermitian, interaction, Matrix.conjTranspose_smul,
      Matrix.conjTranspose_sum, hH.eq, fun γ => (hC γ).eq]
  have hd : (-β) • H - (-β) • (H + interaction C) = (β / 2) • ∑ γ, C γ * C γ := by
    simp only [interaction]
    module
  have hk := klein_exp hA hB
  rw [hd, Matrix.mul_smul, Matrix.trace_smul, Finset.mul_sum, Matrix.trace_sum,
    Complex.smul_re, Complex.re_sum, smul_eq_mul] at hk
  change partition β (H + interaction C) + _ ≤ partition β H at hk
  have hn := fun γ => (weighted_square hA (hC γ)).1
  have hs := Finset.sum_nonneg fun γ (_ : γ ∈ Finset.univ) => hn γ
  refine ⟨by linarith [mul_nonneg (half_pos hβ).le hs], fun he γ => ?_, fun h => ?_⟩
  · -- equality forces every weighted square to vanish
    have h0 := le_antisymm (nonpos_of_mul_nonpos_right (by linarith) (half_pos hβ)) hs
    exact (weighted_square hA (hC γ)).2
      ((Finset.sum_eq_zero_iff_of_nonneg fun γ _ => hn γ).1 h0 γ (Finset.mem_univ γ))
  · simp [interaction, h]
```

## Real, static fields

Each \(x_\gamma\) is one classical field value held throughout imaginary time, whereas the full Hubbard–Stratonovich integral has fluctuating fields. For repulsion, the Gaussian form of that integral couples its real fields to \(i v_\gamma\), while the second bound couples \(x_\gamma\) to \(v_\gamma\) itself. Reality makes \(C_\gamma=v_\gamma-x_\gamma1\) Hermitian, and expanding its square gives

\[
\tfrac12\sum_\gamma C_\gamma^2=\tfrac12\sum_\gamma v_\gamma^2-\sum_\gamma x_\gamma v_\gamma+E.
\]

An imaginary field breaks both bounds even for the numbers \(K=v=0\), \(x=i\). In Lean, reality is the type `x : ι → ℝ`, used in the step `hC` of both bounds.

```lean
/-- Completing the square:
`½ ∑ (v_γ - x_γ)² = ½ ∑ v_γ² - ∑ x_γ v_γ + ∑ x_γ² / 2`. -/
theorem complete_square (x : ι → ℝ) (v : ι → Matrix n n ℂ) :
    interaction (fun γ => v γ - x γ • (1 : Matrix n n ℂ)) =
      interaction v - meanField x v + fieldEnergy x • (1 : Matrix n n ℂ) := by
  simp only [interaction, meanField, fieldEnergy, Finset.smul_sum, Finset.sum_smul,
    ← Finset.sum_sub_distrib, ← Finset.sum_add_distrib]
  refine Finset.sum_congr rfl fun γ _ => ?_
  simp only [sub_mul, mul_sub, smul_mul_assoc, mul_smul_comm, one_mul, mul_one]
  module
```

A constant energy \(c\) commutes with \(H\), so \(Z(H+c)=e^{-\beta c}Z(H)\).

```lean
/-- A constant energy `c` multiplies the partition function by `exp(-β c)`. -/
theorem partition_shift (β c : ℝ) (H : Matrix n n ℂ) :
    partition β (H + c • (1 : Matrix n n ℂ)) = Real.exp (-(β * c)) * partition β H := by
  have h1 : ∀ r : ℝ, r • (1 : Matrix n n ℂ) = diagonal (fun _ => (r : ℂ)) := by
    intro r
    ext i j
    by_cases h : i = j <;> simp [h]
  have hc : exp ((-(β * c)) • (1 : Matrix n n ℂ)) =
      Real.exp (-(β * c)) • (1 : Matrix n n ℂ) := by
    rw [h1 (-(β * c)), h1 (Real.exp (-(β * c))), Matrix.exp_diagonal]
    congr 1
    funext i
    rw [Pi.coe_exp, ← Complex.exp_eq_exp_ℂ, Complex.ofReal_exp]
  have hs : (-β) • (H + c • (1 : Matrix n n ℂ)) =
      (-β) • H + (-(β * c)) • (1 : Matrix n n ℂ) := by module
  rw [partition, hs, Matrix.exp_add_of_commute _ _ ((Commute.one_right _).smul_right _),
    hc, Matrix.mul_smul, mul_one, Matrix.trace_smul, Complex.smul_re, smul_eq_mul, partition]
```

For attraction, take \(H=K-\tfrac12\sum_\gamma v_\gamma^2\). Adding the square gives \(K-\sum_\gamma x_\gamma v_\gamma+E\), whose partition function is the left side of the first bound. The step `he` is this cancellation.

```lean
/-- Attraction: for Hermitian `K`, `v_γ` and `β > 0`, every static field bounds the partition
function of `K - ½ ∑ v_γ²` from below, with equality exactly when each `v_γ = x_γ 1`. -/
theorem attractive_bound {β : ℝ} (hβ : 0 < β) {K : Matrix n n ℂ} (hK : K.IsHermitian)
    {v : ι → Matrix n n ℂ} (hv : ∀ γ, (v γ).IsHermitian) (x : ι → ℝ) :
    Real.exp (-(β * fieldEnergy x)) * partition β (K - meanField x v) ≤
        partition β (K - interaction v) ∧
      (Real.exp (-(β * fieldEnergy x)) * partition β (K - meanField x v) =
        partition β (K - interaction v) ↔ ∀ γ, v γ = x γ • (1 : Matrix n n ℂ)) := by
  have hH : (K - interaction v).IsHermitian := by
    simp [Matrix.IsHermitian, interaction, Matrix.conjTranspose_smul,
      Matrix.conjTranspose_sum, hK.eq, fun γ => (hv γ).eq]
  have hC : ∀ γ, (v γ - x γ • (1 : Matrix n n ℂ)).IsHermitian := fun γ => by
    simp [Matrix.IsHermitian, Matrix.conjTranspose_smul, (hv γ).eq]
  have h := partition_add_interaction hβ hH hC
  have he : K - interaction v + (interaction v - meanField x v +
      fieldEnergy x • (1 : Matrix n n ℂ)) =
      K - meanField x v + fieldEnergy x • (1 : Matrix n n ℂ) := by abel
  rw [complete_square, he, partition_shift] at h
  simpa only [sub_eq_zero] using h
```

For repulsion, take \(H=K+\sum_\gamma x_\gamma v_\gamma-E\). Adding the same square now gives the interacting Hamiltonian \(K+\tfrac12\sum_\gamma v_\gamma^2\), while \(Z(H)=e^{\beta E}Z(K+\sum_\gamma x_\gamma v_\gamma)\). The interacting system has changed sides, and so has the bound.

```lean
/-- Repulsion: for Hermitian `K`, `v_γ` and `β > 0`, every static field bounds the partition
function of `K + ½ ∑ v_γ²` from above, with equality exactly when each `v_γ = x_γ 1`. -/
theorem repulsive_bound {β : ℝ} (hβ : 0 < β) {K : Matrix n n ℂ} (hK : K.IsHermitian)
    {v : ι → Matrix n n ℂ} (hv : ∀ γ, (v γ).IsHermitian) (x : ι → ℝ) :
    partition β (K + interaction v) ≤
        Real.exp (β * fieldEnergy x) * partition β (K + meanField x v) ∧
      (partition β (K + interaction v) =
        Real.exp (β * fieldEnergy x) * partition β (K + meanField x v) ↔
          ∀ γ, v γ = x γ • (1 : Matrix n n ℂ)) := by
  have hH : (K + meanField x v + (-fieldEnergy x) • (1 : Matrix n n ℂ)).IsHermitian := by
    simp [Matrix.IsHermitian, meanField, Matrix.conjTranspose_smul,
      Matrix.conjTranspose_sum, hK.eq, fun γ => (hv γ).eq]
  have hC : ∀ γ, (v γ - x γ • (1 : Matrix n n ℂ)).IsHermitian := fun γ => by
    simp [Matrix.IsHermitian, Matrix.conjTranspose_smul, (hv γ).eq]
  have h := partition_add_interaction hβ hH hC
  have he : K + meanField x v + (-fieldEnergy x) • (1 : Matrix n n ℂ) +
      (interaction v - meanField x v + fieldEnergy x • (1 : Matrix n n ℂ)) =
      K + interaction v := by module
  rw [complete_square, he, partition_shift, mul_neg, neg_neg] at h
  simpa only [sub_eq_zero] using h
```

## At least one state

`[Nonempty n]` says that the system has a state, which makes \(Z>0\) and \(F(H)=-\beta^{-1}\ln Z(H)\) meaningful. Taking logarithms and dividing by \(-\beta\) gives

\[
F\Big(K-\tfrac12\sum_\gamma v_\gamma^2\Big)\le F\Big(K-\sum_\gamma x_\gamma v_\gamma\Big)+E,
\]
\[
F\Big(K+\sum_\gamma x_\gamma v_\gamma\Big)-E\le F\Big(K+\tfrac12\sum_\gamma v_\gamma^2\Big).
\]

The proof takes positivity from `trace_exp_real_pos` and applies `Real.log_le_log`. With no states, \(Z=0\) and there is no physical free energy; Lean's convention \(\ln0=0\) would make both inequalities trivial.

```lean
/-- For Hermitian `K`, `v_γ` in nonzero dimension and `β > 0`, static mean fields bound the
free energy from above for attraction and from below for repulsion. -/
theorem freeEnergy_bounds [Nonempty n] {β : ℝ} (hβ : 0 < β) {K : Matrix n n ℂ}
    (hK : K.IsHermitian) {v : ι → Matrix n n ℂ} (hv : ∀ γ, (v γ).IsHermitian) (x : ι → ℝ) :
    freeEnergy β (K - interaction v) ≤ freeEnergy β (K - meanField x v) + fieldEnergy x ∧
      freeEnergy β (K + meanField x v) - fieldEnergy x ≤ freeEnergy β (K + interaction v) := by
  have hm : (meanField x v).IsHermitian := by
    simp [Matrix.IsHermitian, meanField, Matrix.conjTranspose_smul,
      Matrix.conjTranspose_sum, fun γ => (hv γ).eq]
  have hi : (interaction v).IsHermitian := by
    simp [Matrix.IsHermitian, interaction, Matrix.conjTranspose_smul,
      Matrix.conjTranspose_sum, fun γ => (hv γ).eq]
  have p1 := (trace_exp_real_pos β (hK.sub hm)).2
  have p2 := (trace_exp_real_pos β (hK.add hm)).2
  have p3 := (trace_exp_real_pos β (hK.add hi)).2
  -- take logarithms of the two partition-function bounds
  have l1 := Real.log_le_log (mul_pos (Real.exp_pos _) p1) (attractive_bound hβ hK hv x).1
  have l2 := Real.log_le_log p3 (repulsive_bound hβ hK hv x).1
  rw [Real.log_mul (Real.exp_pos _).ne' p1.ne', Real.log_exp] at l1
  rw [Real.log_mul (Real.exp_pos _).ne' p2.ne', Real.log_exp] at l2
  unfold freeEnergy
  constructor
  · rw [div_le_iff₀ hβ, add_mul, div_mul_cancel₀ _ hβ.ne']
    linarith
  · rw [le_div_iff₀ hβ, sub_mul, div_mul_cancel₀ _ hβ.ne']
    linarith

end StaticFieldBounds
```

```lean
#print axioms StaticFieldBounds.freeEnergy_bounds
```

```
'StaticFieldBounds.freeEnergy_bounds' depends on axioms: [propext, Classical.choice, Quot.sound]
```

## The Gibbs–Bogoliubov inequality

The same tangent argument gives a neighbouring bound for Hermitian \(H\) and \(H_0\) in nonzero dimension. Let \(\langle\cdot\rangle_0\) be the thermal average for \(H_0\), and put \(c=\langle H-H_0\rangle_0\). Klein's inequality with \(A=-\beta H_0\) and \(B=-\beta(H-c)\) has a vanishing linear term, so \(Z(H_0)\le e^{\beta c}Z(H)\), or

\[
F(H)\le F(H_0)+\langle H-H_0\rangle_0 .
\]
